# S_z couples j = 3/2 and j = 1/2 in a p shell with spin 1/2

To get a weak-field Zeeman splitting from a Landé factor, one keeps the diagonal elements of the field operator within each j level and drops the elements between levels. This is a first-order treatment, valid when the field energy is small compared with the spin–orbit splitting between the levels. For one electron in a p shell, both kinds are computed here at m = 1/2, where m is the eigenvalue of J_z in units of ħ. When the field operator is written as J_z plus a multiple of S_z, the dropped element comes from the S_z term; S_z does not commute with J².

## The shell: l = 1 and s = 1/2

The space is a single p shell with spin, six product states |m_l, m_s⟩ with ħ = 1; radial motion and other shells are absent. In `PIdx`, orbital indices 0, 1, 2 mean m_l = 1, 0, −1, and spin indices 0, 1 mean ↑, ↓. Real matrices suffice because J² is written with ladder operators:

J² = J_z² + (J₊J₋ + J₋J₊)/2

The value l = 1 fixes the number of orbital states, the entries of l_z and the factors √2 in l₊ and l₋. In an s shell, J² would be 3/4 times the identity and would commute with S_z.

In Lean 4 with Mathlib:

```lean
import Mathlib

open Matrix
open scoped Kronecker

namespace PShellZeeman

set_option maxHeartbeats 400000

noncomputable section

/-- Labels of the product basis of the p shell with spin: orbital index `0, 1, 2` for
`m_l = 1, 0, -1` and spin index `0, 1` for `m_s = 1/2, -1/2`. -/
abbrev PIdx := Fin 3 × Fin 2

/-- Orbital `l_z` for `l = 1`, in units of ħ. -/
def lz : Matrix (Fin 3) (Fin 3) ℝ := !![1, 0, 0; 0, 0, 0; 0, 0, -1]

/-- Orbital raising operator `l₊` for `l = 1`. -/
def lp : Matrix (Fin 3) (Fin 3) ℝ := !![0, Real.sqrt 2, 0; 0, 0, Real.sqrt 2; 0, 0, 0]

/-- Orbital lowering operator `l₋` for `l = 1`. -/
def lm : Matrix (Fin 3) (Fin 3) ℝ := !![0, 0, 0; Real.sqrt 2, 0, 0; 0, Real.sqrt 2, 0]

/-- Spin `s_z` for `s = 1/2`, in units of ħ. -/
def sz : Matrix (Fin 2) (Fin 2) ℝ := !![1 / 2, 0; 0, -(1 / 2)]

/-- Spin raising operator `s₊` for `s = 1/2`. -/
def sp : Matrix (Fin 2) (Fin 2) ℝ := !![0, 1; 0, 0]

/-- Spin lowering operator `s₋` for `s = 1/2`. -/
def sm : Matrix (Fin 2) (Fin 2) ℝ := !![0, 0; 1, 0]

/-- The squared angular momentum `z² + (p m + m p)/2` built from the `z` component and the
raising and lowering operators. -/
def casimir {n : Type*} [Fintype n] (z p m : Matrix n n ℝ) : Matrix n n ℝ :=
  z * z + (1 / 2 : ℝ) • (p * m + m * p)

/-- `L_z = l_z ⊗ 1` on the product space. -/
def Lz : Matrix PIdx PIdx ℝ := lz ⊗ₖ (1 : Matrix (Fin 2) (Fin 2) ℝ)

/-- `S_z = 1 ⊗ s_z` on the product space. -/
def Sz : Matrix PIdx PIdx ℝ := (1 : Matrix (Fin 3) (Fin 3) ℝ) ⊗ₖ sz

/-- `J_z = L_z + S_z`. -/
def Jz : Matrix PIdx PIdx ℝ := Lz + Sz

/-- `J₊ = l₊ ⊗ 1 + 1 ⊗ s₊`. -/
def Jp : Matrix PIdx PIdx ℝ :=
  lp ⊗ₖ (1 : Matrix (Fin 2) (Fin 2) ℝ) + (1 : Matrix (Fin 3) (Fin 3) ℝ) ⊗ₖ sp

/-- `J₋ = l₋ ⊗ 1 + 1 ⊗ s₋`. -/
def Jm : Matrix PIdx PIdx ℝ :=
  lm ⊗ₖ (1 : Matrix (Fin 2) (Fin 2) ℝ) + (1 : Matrix (Fin 3) (Fin 3) ℝ) ⊗ₖ sm

/-- `J² = J_z² + (J₊J₋ + J₋J₊)/2`. -/
def Jsq : Matrix PIdx PIdx ℝ := casimir Jz Jp Jm
```

## The block m = 1/2

Two product states have m = 1/2, so a general state is a|0,↑⟩ + b|1,↓⟩, written (a, b) and called `blockState a b`. At m = 3/2 there is only |1,↑⟩, and no second j to couple to. The coupled states are

ψ_{3/2} = (√(2/3), √(1/3)), ψ_{1/2} = (−√(1/3), √(2/3))

The field operator and the Landé factor are defined for any real spin factor g_s.

```lean
/-- The product basis vector with orbital index `i` and spin index `σ`. -/
def ket (i : Fin 3) (σ : Fin 2) : PIdx → ℝ := fun q => if q = (i, σ) then 1 else 0

/-- The state `a |m_l = 0, ↑⟩ + b |m_l = 1, ↓⟩`. -/
def blockState (a b : ℝ) : PIdx → ℝ := a • ket 1 0 + b • ket 0 1

/-- The state `√(2/3) |0, ↑⟩ + √(1/3) |1, ↓⟩`. -/
def psiThreeHalf : PIdx → ℝ := blockState (Real.sqrt (2 / 3)) (Real.sqrt (1 / 3))

/-- The state `-√(1/3) |0, ↑⟩ + √(2/3) |1, ↓⟩`. -/
def psiOneHalf : PIdx → ℝ := blockState (-Real.sqrt (1 / 3)) (Real.sqrt (2 / 3))

/-- The Zeeman operator `L_z + g_s S_z`, in units of `μ_B B`. -/
def zeeman (gs : ℝ) : Matrix PIdx PIdx ℝ := Lz + gs • Sz

/-- The Landé factor `1 + (g_s - 1) (j(j+1) + s(s+1) - l(l+1)) / (2 j(j+1))`. -/
def landeG (gs l s j : ℝ) : ℝ :=
  1 + (gs - 1) * (j * (j + 1) + s * (s + 1) - l * (l + 1)) / (2 * j * (j + 1))
```

The ladder operators give

J₊(a, b) = (√2 a + b)|1,↑⟩

J₋(a, b) = √2 a|−1,↑⟩ + (a + √2 b)|0,↓⟩

Returning to the block with the opposite operator gives

J₋J₊(a, b) = (2a + √2 b, √2 a + b)

J₊J₋(a, b) = (3a + √2 b, √2 a + 2b)

Half their sum, plus J_z² = 1/4, is

J²(a, b) = (11a/4 + √2 b, √2 a + 7b/4)

`shell_algebra` checks that the matrices are angular momenta with l² = 2 and s² = 3/4. `ladder_action` and `diagonal_action` check the actions component by component, and `Jsq_block` combines them as above.

```lean
/-- The orbital and the spin matrices obey the ladder commutation relations, with
`l² = 2` and `s² = 3/4`. -/
theorem shell_algebra :
    lz * lp - lp * lz = lp ∧ lz * lm - lm * lz = -lm ∧ lp * lm - lm * lp = (2 : ℝ) • lz ∧
    casimir lz lp lm = (2 : ℝ) • (1 : Matrix (Fin 3) (Fin 3) ℝ) ∧
    sz * sp - sp * sz = sp ∧ sz * sm - sm * sz = -sm ∧ sp * sm - sm * sp = (2 : ℝ) • sz ∧
    casimir sz sp sm = (3 / 4 : ℝ) • (1 : Matrix (Fin 2) (Fin 2) ℝ) := by
  have h : Real.sqrt 2 * Real.sqrt 2 = 2 := Real.mul_self_sqrt (by norm_num)
  refine ⟨?_, ?_, ?_, ?_, ?_, ?_, ?_, ?_⟩
  all_goals
    ext i j
    simp only [casimir, Matrix.add_apply, Matrix.sub_apply, Matrix.neg_apply,
      Matrix.smul_apply, Matrix.mul_apply, Fin.sum_univ_three, Fin.sum_univ_two]
    fin_cases i <;> fin_cases j <;> simp [lz, lp, lm, sz, sp, sm] <;>
      linarith [h]

/-- Action of `J₊` and `J₋` on `a |0, ↑⟩ + b |1, ↓⟩`, and of the opposite ladder operator on
each product state reached. -/
theorem ladder_action (a b : ℝ) :
    Jp *ᵥ blockState a b = (Real.sqrt 2 * a + b) • ket 0 0 ∧
    Jm *ᵥ blockState a b = (Real.sqrt 2 * a) • ket 2 0 + (a + Real.sqrt 2 * b) • ket 1 1 ∧
    Jm *ᵥ ket 0 0 = blockState (Real.sqrt 2) 1 ∧
    Jp *ᵥ ket 2 0 = blockState (Real.sqrt 2) 0 ∧
    Jp *ᵥ ket 1 1 = blockState 1 (Real.sqrt 2) := by
  refine ⟨?_, ?_, ?_, ?_, ?_⟩
  all_goals
    funext p
    obtain ⟨i, s⟩ := p
    simp only [Matrix.mulVec, dotProduct, Fintype.sum_prod_type, Fin.sum_univ_three,
      Fin.sum_univ_two]
    fin_cases i <;> fin_cases s <;>
      simp [Jp, Jm, lp, lm, sp, sm, blockState, ket] <;> ring

/-- On `a |0, ↑⟩ + b |1, ↓⟩`, `S_z` sends `(a, b)` to `(a/2, -b/2)` and `J_z` multiplies
by `1/2`. -/
theorem diagonal_action (a b : ℝ) :
    Sz *ᵥ blockState a b = blockState (a / 2) (-(b / 2)) ∧
    Jz *ᵥ blockState a b = (1 / 2 : ℝ) • blockState a b := by
  refine ⟨?_, ?_⟩
  all_goals
    funext p
    obtain ⟨i, s⟩ := p
    simp only [Matrix.mulVec, dotProduct, Fintype.sum_prod_type, Fin.sum_univ_three,
      Fin.sum_univ_two]
    fin_cases i <;> fin_cases s <;>
      simp [Jz, Lz, Sz, lz, sz, blockState, ket] <;>
      (first | ring1 | (left; norm_num))

/-- `J²` sends the coefficients `(a, b)` of `a |0, ↑⟩ + b |1, ↓⟩` to
`(11a/4 + √2 b, √2 a + 7b/4)`. -/
theorem Jsq_block (a b : ℝ) :
    Jsq *ᵥ blockState a b =
      blockState (11 / 4 * a + Real.sqrt 2 * b) (Real.sqrt 2 * a + 7 / 4 * b) := by
  have h : Real.sqrt 2 * Real.sqrt 2 = 2 := Real.mul_self_sqrt (by norm_num)
  have hs : ∀ (c : ℝ) (M : Matrix PIdx PIdx ℝ) (v : PIdx → ℝ),
      (c • M) *ᵥ v = c • (M *ᵥ v) := by
    intro c M v
    funext p
    simp [Matrix.mulVec, dotProduct, Finset.mul_sum, mul_assoc]
  obtain ⟨hp, hm, hm0, hp1, hp2⟩ := ladder_action a b
  have hz := (diagonal_action a b).2
  -- go up and down the ladder, then collect the coefficients
  simp only [Jsq, casimir, Matrix.add_mulVec, hs, ← Matrix.mulVec_mulVec, hz, hm, hp,
    Matrix.mulVec_add, Matrix.mulVec_smul, hp1, hp2, hm0]
  funext p
  simp only [blockState, Pi.add_apply, Pi.smul_apply, smul_eq_mul]
  linear_combination (a * ket 1 0 p + b * ket 0 1 p / 2) * h
```

## A symmetric J² with two different eigenvalues

Write r = √(1/3), so that √(2/3) = √2 r. Then

J²(√2 r, r) = (15/4)(√2 r, r)

J²(−r, √2 r) = (3/4)(−r, √2 r)

These eigenvalues are j(j+1) for j = 3/2 and 1/2.

For a symmetric A with Au = au and Av = bv, A may act to the left on u, which gives

⟨u|[A,B]|v⟩ = (a − b)⟨u|B|v⟩

In `commutator_element`, symmetry is the hypothesis `hA`, used once to make u a left eigenvector (`hl`). Without it the identity can fail: for A = [[1, 1], [0, 0]], u = (1, 0), v = (1, −1) and B the identity, the left side is 0 and the right side is 1. If a = b, the element vanishes for every B and shows nothing about commutation.

`commutator_element_witness` supplies the hypotheses for J²: its symmetry follows because J_z is symmetric and J₊ and J₋ are transposes of each other, and the eigenvalue equations follow from `Jsq_block` and the relations between the coefficients.

```lean
/-- The overlap of the states with coefficients `(a, b)` and `(c, d)` is `a c + b d`. -/
theorem blockState_dot (a b c d : ℝ) :
    blockState a b ⬝ᵥ blockState c d = a * c + b * d := by
  simp only [dotProduct, Fintype.sum_prod_type, Fin.sum_univ_three, Fin.sum_univ_two]
  simp [blockState, ket]
  ring

/-- The squares of the coefficients `√(2/3)` and `√(1/3)`, and `√(2/3) = √2 √(1/3)`. -/
theorem coefficient_relations :
    Real.sqrt (2 / 3) * Real.sqrt (2 / 3) = 2 / 3 ∧
    Real.sqrt (1 / 3) * Real.sqrt (1 / 3) = 1 / 3 ∧
    Real.sqrt (2 / 3) = Real.sqrt 2 * Real.sqrt (1 / 3) := by
  refine ⟨Real.mul_self_sqrt (by norm_num), Real.mul_self_sqrt (by norm_num), ?_⟩
  have e : (2 / 3 : ℝ) = 2 * (1 / 3) := by norm_num
  rw [e, Real.sqrt_mul (show (0 : ℝ) ≤ 2 by norm_num)]

/-- Between eigenvectors `u`, `v` of a symmetric operator `A` with eigenvalues `a`, `b`,
one has `⟨u|[A, B]|v⟩ = (a - b) ⟨u|B|v⟩` for every operator `B`. -/
theorem commutator_element {n : Type*} [Fintype n] (A B : Matrix n n ℝ) (hA : Aᵀ = A)
    (u v : n → ℝ) (a b : ℝ) (hu : A *ᵥ u = a • u) (hv : A *ᵥ v = b • v) :
    u ⬝ᵥ (A * B - B * A) *ᵥ v = (a - b) * (u ⬝ᵥ B *ᵥ v) := by
  -- by symmetry `u` is also a left eigenvector
  have hl : u ᵥ* A = a • u := by rw [← hA, Matrix.vecMul_transpose, hu]
  rw [Matrix.sub_mulVec, ← Matrix.mulVec_mulVec, ← Matrix.mulVec_mulVec, hv, dotProduct_sub,
    Matrix.mulVec_smul, dotProduct_smul, Matrix.dotProduct_mulVec u A, hl, smul_dotProduct]
  simp only [smul_eq_mul]
  ring

/-- `J²` is symmetric, and `psiThreeHalf` and `psiOneHalf` are its eigenvectors with
eigenvalue `j(j+1)` for `j = 3/2` and `j = 1/2`. -/
theorem commutator_element_witness :
    Jsqᵀ = Jsq ∧
    Jsq *ᵥ psiThreeHalf = (3 / 2 * (3 / 2 + 1) : ℝ) • psiThreeHalf ∧
    Jsq *ᵥ psiOneHalf = (1 / 2 * (1 / 2 + 1) : ℝ) • psiOneHalf := by
  have h : Real.sqrt 2 * Real.sqrt 2 = 2 := Real.mul_self_sqrt (by norm_num)
  obtain ⟨-, -, h3⟩ := coefficient_relations
  refine ⟨?_, ?_, ?_⟩
  · -- `J₊` and `J₋` are transposes of each other and `J_z` is symmetric
    have hp : Jpᵀ = Jm := by
      ext ⟨i, s⟩ ⟨j, t⟩
      rw [Matrix.transpose_apply]
      fin_cases i <;> fin_cases s <;> fin_cases j <;> fin_cases t <;>
        simp [Jp, Jm, lp, lm, sp, sm]
    have hz : Jzᵀ = Jz := by
      ext ⟨i, s⟩ ⟨j, t⟩
      rw [Matrix.transpose_apply]
      fin_cases i <;> fin_cases s <;> fin_cases j <;> fin_cases t <;>
        simp [Jz, Lz, Sz, lz, sz]
    have hm : Jmᵀ = Jp := by rw [← hp, Matrix.transpose_transpose]
    simp only [Jsq, casimir, Matrix.transpose_add, Matrix.transpose_smul,
      Matrix.transpose_mul, hp, hm, hz]
  · unfold psiThreeHalf
    rw [Jsq_block]
    funext p
    simp only [blockState, Pi.add_apply, Pi.smul_apply, smul_eq_mul]
    linear_combination (-ket 1 0 p + Real.sqrt 2 * ket 0 1 p) * h3
      + (Real.sqrt (1 / 3) * ket 0 1 p) * h
  · unfold psiOneHalf
    rw [Jsq_block]
    funext p
    simp only [blockState, Pi.add_apply, Pi.smul_apply, smul_eq_mul]
    linear_combination (Real.sqrt 2 * ket 1 0 p + ket 0 1 p) * h3
      + (Real.sqrt (1 / 3) * ket 1 0 p) * h
```

## Orthonormal coupled states

Normalisation makes the diagonal elements expectation values; orthogonality removes J_z from the cross element. Since S_z(a, b) = (a/2, −b/2),

⟨ψ_{3/2}|S_z|ψ_{3/2}⟩ = (2/3 − 1/3)/2 = 1/6

⟨ψ_{1/2}|S_z|ψ_{1/2}⟩ = (1/3 − 2/3)/2 = −1/6

⟨ψ_{3/2}|S_z|ψ_{1/2}⟩ = (−√2 r² − √2 r²)/2 = −√2/3

The other cross element is equal. The commutator element is therefore

⟨ψ_{3/2}|[J², S_z]|ψ_{1/2}⟩ = (15/4 − 3/4)(−√2/3) = −√2

The last part of `Sz_elements_and_noncommutation` assumes that the operators commute, which would make this element 0, and reaches a contradiction.

```lean
/-- The two coupled states are orthonormal and both have `J_z = 1/2`. -/
theorem coupled_orthonormal :
    psiThreeHalf ⬝ᵥ psiThreeHalf = 1 ∧ psiOneHalf ⬝ᵥ psiOneHalf = 1 ∧
    psiThreeHalf ⬝ᵥ psiOneHalf = 0 ∧
    Jz *ᵥ psiThreeHalf = (1 / 2 : ℝ) • psiThreeHalf ∧
    Jz *ᵥ psiOneHalf = (1 / 2 : ℝ) • psiOneHalf := by
  obtain ⟨h1, h2, -⟩ := coefficient_relations
  unfold psiThreeHalf psiOneHalf
  refine ⟨?_, ?_, ?_, (diagonal_action _ _).2, (diagonal_action _ _).2⟩
  · rw [blockState_dot]
    linear_combination h1 + h2
  · rw [blockState_dot]
    linear_combination h1 + h2
  · rw [blockState_dot]
    ring

/-- Between the two coupled states `S_z` has diagonal elements `1/6` and `-1/6` and cross
elements `-√2/3`; the element of `[J², S_z]` with `psiThreeHalf` on the left and
`psiOneHalf` on the right is `-√2`, and `S_z` does not commute
with `J²`. -/
theorem Sz_elements_and_noncommutation :
    psiThreeHalf ⬝ᵥ Sz *ᵥ psiThreeHalf = 1 / 6 ∧
    psiOneHalf ⬝ᵥ Sz *ᵥ psiOneHalf = -(1 / 6) ∧
    psiThreeHalf ⬝ᵥ Sz *ᵥ psiOneHalf = -(Real.sqrt 2 / 3) ∧
    psiOneHalf ⬝ᵥ Sz *ᵥ psiThreeHalf = -(Real.sqrt 2 / 3) ∧
    psiThreeHalf ⬝ᵥ (Jsq * Sz - Sz * Jsq) *ᵥ psiOneHalf = -Real.sqrt 2 ∧
    Jsq * Sz ≠ Sz * Jsq := by
  obtain ⟨h1, h2, h3⟩ := coefficient_relations
  obtain ⟨hT, hu, hv⟩ := commutator_element_witness
  have hx : psiThreeHalf ⬝ᵥ Sz *ᵥ psiOneHalf = -(Real.sqrt 2 / 3) := by
    unfold psiThreeHalf psiOneHalf
    rw [(diagonal_action _ _).1, blockState_dot]
    linear_combination (-Real.sqrt (1 / 3)) * h3 - Real.sqrt 2 * h2
  -- the commutator element is the gap `15/4 - 3/4` times the cross element
  have hc : psiThreeHalf ⬝ᵥ (Jsq * Sz - Sz * Jsq) *ᵥ psiOneHalf = -Real.sqrt 2 := by
    rw [commutator_element Jsq Sz hT _ _ _ _ hu hv, hx]
    ring
  refine ⟨?_, ?_, hx, ?_, hc, ?_⟩
  · unfold psiThreeHalf
    rw [(diagonal_action _ _).1, blockState_dot]
    linear_combination (1 / 2) * h1 - (1 / 2) * h2
  · unfold psiOneHalf
    rw [(diagonal_action _ _).1, blockState_dot]
    linear_combination (1 / 2) * h2 - (1 / 2) * h1
  · unfold psiThreeHalf psiOneHalf
    rw [(diagonal_action _ _).1, blockState_dot]
    linear_combination (-Real.sqrt (1 / 3)) * h3 - Real.sqrt 2 * h2
  · intro h
    rw [h, sub_self, Matrix.zero_mulVec, dotProduct_zero] at hc
    have hpos : 0 < Real.sqrt 2 := Real.sqrt_pos.mpr (by norm_num)
    linarith
```

## A spin factor g_s different from 1

The constant g_s stands for the ratio of the spin's magnetic moment to its angular momentum, in units where the orbital ratio is 1. In units of μ_B B, where μ_B is the Bohr magneton and B is now the strength of a magnetic field along z, the field operator is

L_z + g_s S_z = J_z + (g_s − 1)S_z

Its diagonal elements are 1/2 ± (g_s − 1)/6, which equal g_j/2 with the Landé factors g_j = 1 ± (g_s − 1)/3, upper sign for j = 3/2. The cross element is −(g_s − 1)√2/3. At g_s = 1 it vanishes, and the field no longer couples the levels. `zeeman_elements` holds for every real g_s and makes the same split in `hZ`.

```lean
/-- The diagonal elements of `L_z + g_s S_z` in the two coupled states are `g_j · 1/2` with
the Landé factor for `l = 1`, `s = 1/2`, `j = 3/2` and `1/2`, and the cross element is
`-(g_s - 1) √2/3`. -/
theorem zeeman_elements (gs : ℝ) :
    psiThreeHalf ⬝ᵥ zeeman gs *ᵥ psiThreeHalf = landeG gs 1 (1 / 2) (3 / 2) * (1 / 2) ∧
    psiOneHalf ⬝ᵥ zeeman gs *ᵥ psiOneHalf = landeG gs 1 (1 / 2) (1 / 2) * (1 / 2) ∧
    psiThreeHalf ⬝ᵥ zeeman gs *ᵥ psiOneHalf = -((gs - 1) * Real.sqrt 2 / 3) := by
  have hs : ∀ (c : ℝ) (M : Matrix PIdx PIdx ℝ) (v : PIdx → ℝ),
      (c • M) *ᵥ v = c • (M *ᵥ v) := by
    intro c M v
    funext p
    simp [Matrix.mulVec, dotProduct, Finset.mul_sum, mul_assoc]
  -- split off `J_z`, which is diagonal in the coupled basis
  have hZ : zeeman gs = Jz + (gs - 1) • Sz := by
    unfold zeeman Jz
    module
  have key : ∀ u v : PIdx → ℝ,
      u ⬝ᵥ zeeman gs *ᵥ v = u ⬝ᵥ Jz *ᵥ v + (gs - 1) * (u ⬝ᵥ Sz *ᵥ v) := by
    intro u v
    rw [hZ, Matrix.add_mulVec, dotProduct_add, hs, dotProduct_smul, smul_eq_mul]
  obtain ⟨huu, hvv, huv, hzu, hzv⟩ := coupled_orthonormal
  obtain ⟨su, sv, sx, -, -, -⟩ := Sz_elements_and_noncommutation
  unfold landeG
  refine ⟨?_, ?_, ?_⟩
  · rw [key, hzu, dotProduct_smul, huu, su, smul_eq_mul]
    ring
  · rw [key, hzv, dotProduct_smul, hvv, sv, smul_eq_mul]
    ring
  · rw [key, hzv, dotProduct_smul, huv, sx, smul_eq_mul]
    ring

end

end PShellZeeman
```
```lean
#print axioms PShellZeeman.shell_algebra
#print axioms PShellZeeman.coupled_orthonormal
#print axioms PShellZeeman.zeeman_elements
```

```
'PShellZeeman.shell_algebra' depends on axioms: [propext, Classical.choice, Quot.sound]
'PShellZeeman.coupled_orthonormal' depends on axioms: [propext, Classical.choice, Quot.sound]
'PShellZeeman.zeeman_elements' depends on axioms: [propext, Classical.choice, Quot.sound]
```

## The block at g_s = 2

Here g_j is 4/3 and 2/3, and the field operator in the coupled basis is

[[2/3, −√2/3], [−√2/3, 1/3]]

Its trace is 1 and its determinant 2/9 − 2/9 = 0, so its eigenvalues are 1 and 0. These are the values of m_l + 2m_s in |0,↑⟩ and |1,↓⟩. The eigenvalues are the energies, in units of μ_B B, when there is no spin–orbit coupling. With the cross element dropped, the diagonal values 2/3 and 1/3 remain; they are the first-order shifts of the two levels when the spin–orbit splitting is large compared with μ_B B.
